# The rate −4mγθ of an empty level's population under the Caldeira-Leggett generator with x = σₓ and p = 4mθσ_y

The Caldeira-Leggett generator describes the damping of a particle by a high-temperature environment. With ħ = 1 and no double commutator in the momentum, it sends a density matrix r to −i[H, r] − iγ[x, pr + rp] − 2mγθ[x, [x, r]], where m is the mass, γ the damping rate in this convention and θ the thermal energy. The lemma puts two-by-two matrices in place of position and momentum, x = σₓ and p = 4mθσ_y with σₓ and σ_y the Pauli matrices, and takes for r the diagonal state whose first level has population 1 and whose second is empty. It states that the second diagonal entry of the result, the rate of change of the empty level's population, is −4mγθ, for all real m, γ and θ and any complex two-by-two matrix H. The proof is meant to have `simp` work out the matrix entry and then `linear_combination` close the goal with I² = −1.

This version doesn't compile in Lean 4 with Mathlib:

```lean
import Mathlib

open Complex (I)

namespace CaldeiraLeggettEmptyLevel

noncomputable section

variable {A : Type*} [Ring A] [Algebra ℂ A]

/-- The commutator `[u, v] = uv - vu`. -/
def comm (u v : A) : A := u * v - v * u

/-- The Caldeira-Leggett generator with `ħ = 1`, mass `m`, damping rate `γ` and thermal energy `θ`:
`-i[H, r] - iγ[x, pr + rp] - 2mγθ[x, [x, r]]`. -/
def caldeiraLeggett (m γ θ : ℝ) (H x p r : A) : A :=
  (-I) • comm H r - (I * γ) • comm x (p * r + r * p)
    - (2 * m * γ * θ : ℂ) • comm x (comm x r)

variable [StarRing A]

/-- A two-level position matrix. -/
def twoLevelX : Matrix (Fin 2) (Fin 2) ℂ := !![0, 1; 1, 0]

/-- A two-level momentum matrix of strength `c`. -/
def twoLevelP (c : ℝ) : Matrix (Fin 2) (Fin 2) ℂ := !![0, -(I * c); I * c, 0]

/-- Without the momentum double commutator, the Caldeira-Leggett generator with the two-level
matrices, momentum strength `4mθ` and any `H` gives the empty second level the population
rate `-4mγθ` when the first level is occupied. -/
theorem caldeiraLeggett_empty_level (m γ θ : ℝ) (H : Matrix (Fin 2) (Fin 2) ℂ) :
    caldeiraLeggett m γ θ H twoLevelX (twoLevelP (4 * m * θ)) !![1, 0; 0, 0] 1 1 =
      -(4 * m * γ * θ : ℂ) := by
  simp [caldeiraLeggett, comm, twoLevelX, twoLevelP, Matrix.mul_apply, Fin.sum_univ_two]
  linear_combination (8 * m * γ * θ : ℂ) * Complex.I_sq

end

end CaldeiraLeggettEmptyLevel
```

Compiling this gives:

```
Main.lean:35:2: error: ring failed, ring expressions not equal
m γ θ : ℝ
H : Matrix (Fin 2) (Fin 2) ℂ
⊢ I * Matrix.vecMul ![0, 0] H 1 = 0
```

The error is reported at `linear_combination`, but its cause is in what `simp` left behind. The remainder, `I * Matrix.vecMul ![0, 0] H 1 = 0`, comes from the commutator of `H` with the state. In the product with the state on the left, `simp` rewrote the explicit matrix row by row, which turns the entry into a row vector times `H`, and `Matrix.mul_apply` no longer fits that form. The row is zero, so the equation is true, but `ring`, which does the final check, treats the `Matrix.vecMul` term as an unknown number and can't see that it vanishes. All the other terms had cancelled, so the coefficient of `Complex.I_sq` was right and stays as it was.

The repair gives `simp` two more definitions. `Matrix.vecMul` turns the term into a dot product and `dotProduct` turns that into a sum, which `Fin.sum_univ_two`, already in the list, writes out as two products with zero. `simp` then removes them. The line break in the list is only layout.

Lean accepts the file once it reads:

```diff
@@ -32,5 +32,6 @@
     caldeiraLeggett m γ θ H twoLevelX (twoLevelP (4 * m * θ)) !![1, 0; 0, 0] 1 1 =
       -(4 * m * γ * θ : ℂ) := by
-  simp [caldeiraLeggett, comm, twoLevelX, twoLevelP, Matrix.mul_apply, Fin.sum_univ_two]
+  simp [caldeiraLeggett, comm, twoLevelX, twoLevelP, Matrix.mul_apply, Matrix.vecMul, dotProduct,
+    Fin.sum_univ_two]
   linear_combination (8 * m * γ * θ : ℂ) * Complex.I_sq
 
```
